# A bound quadratic in coupling and time for the error of first-order quantum evolution under a constant perturbation

A molecule described in a finite orthonormal basis is placed in a weak static electric field, switched on at time zero. Linear response keeps the evolution only up to the first power of the field strength. As time passes the neglected terms accumulate, so a weak field alone does not guarantee a small error. For how long can the first-order evolution be trusted?

Let $H$ be the Hamiltonian without the field, $V$ the Hermitian operator that couples to it (minus a dipole component, say), and $g$ the real field strength. With $\hbar=1$, write $U_0(t)=e^{-iHt}$ for the free propagator and $U_g(t)=e^{-i(H+gV)t}$ for the exact one. The first-order evolution is

$$L_g(t)=U_0(t)-ig\int_0^t U_0(t-s)\,V\,U_0(s)\,ds .$$

For finite Hermitian matrices and $t\ge 0$, the operator norm of $U_g(t)-L_g(t)$ is at most $g^2t^2\|V\|^2/2$. In a finite-basis simulation with fixed $H$ and $V$, the first-order propagator is therefore accurate whenever $|g|\,\|V\|\,t$ is small.

## The two evolutions as Lean definitions

```lean
import Mathlib

open Complex MeasureTheory

namespace LinearResponseValidity

noncomputable section

variable {A : Type*} [NormedRing A] [NormedAlgebra ℂ A]
```

The letter `A` stands for the set of operators. They can be added, multiplied with each other and multiplied by complex numbers, and they have a norm with $\|ab\|\le\|a\|\|b\|$. Square complex matrices are the example to keep in mind.

```lean
/-- The propagator `exp(-iHt)` generated by `H`, in units with `ħ = 1`. -/
def propagator (H : A) (t : ℝ) : A := NormedSpace.exp ((-I * (t : ℂ)) • H)
```

This is $e^{-iHt}$, with the exponential given by its power series. The sign `•` multiplies an operator by a number, while `*` multiplies two operators or two numbers. The expression `(t : ℂ)` is the real number $t$ regarded as complex.

```lean
/-- The evolution to first order in the coupling `g`:
`exp(-iHt) - ig ∫₀ᵗ exp(-iH(t-s)) V exp(-iHs) ds`. -/
def firstOrder (H V : A) (g t : ℝ) : A :=
  propagator H t - (I * (g : ℂ)) •
    ∫ s in (0 : ℝ)..t, propagator H (t - s) * V * propagator H s
```

This is $L_g(t)$. Read from right to left, the integrand describes free evolution up to time $s$, one action of $V$, and free evolution for the remaining time $t-s$. Neither $V$ nor $g$ depends on time, so the model describes a perturbation that is constant after its switch-on, not an oscillating field or a pulse.

## The Schrödinger equation and Duhamel's formula

```lean
variable [CompleteSpace A]

/-- The propagator obeys the Schrödinger equation `dU/dt = -iHU`, and the generator may
equally be written on the right, `dU/dt = U(-iH)`. -/
theorem hasDerivAt_propagator (H : A) (t : ℝ) :
    HasDerivAt (propagator H) ((-I • H) * propagator H t) t ∧
    HasDerivAt (propagator H) (propagator H t * (-I • H)) t := by
  have key : propagator H = fun s : ℝ => NormedSpace.exp (s • (-I • H)) := by
    funext s
    rw [propagator, mul_comm, mul_smul, Complex.coe_smul]
  rw [key]
  exact ⟨hasDerivAt_exp_smul_const' (𝕂 := ℝ) (-I • H) t,
    hasDerivAt_exp_smul_const (𝕂 := ℝ) (-I • H) t⟩
```

A Lean theorem lists its hypotheses before the final colon and its conclusion after it; the proof follows `:=`. `HasDerivAt f f' t` says that $f$ has derivative $f'$ at $t$. The conclusion, joined by `∧` ("and"), is

$$\frac{d}{dt}U_0(t)=-iH\,U_0(t)=U_0(t)(-iH).$$

By hand, one differentiates the power series term by term and uses that $H$ commutes with its own powers. The proof writes the exponent as the real number $t$ times the fixed operator $-iH$, then applies Mathlib's two derivative rules for such exponentials. `CompleteSpace A` says that Cauchy sequences of operators converge, which is automatic for matrices.

```lean
/-- The integrand of the response integral, with free evolution after the perturbation `V`
and evolution under `K` before it, is continuous in the interaction time. -/
theorem continuous_integrand (H V K : A) (t : ℝ) :
    Continuous (fun s : ℝ => propagator H (t - s) * V * propagator K s) := by
  have hc : ∀ X : A, Continuous (propagator X) := fun X =>
    continuous_iff_continuousAt.2 fun s => (hasDerivAt_propagator X s).1.continuousAt
  exact (((hc H).comp (continuous_const.sub continuous_id)).mul continuous_const).mul (hc K)
```

The function $s\mapsto U_0(t-s)\,V\,e^{-iKs}$ is continuous, because a differentiable propagator is continuous and so are products of continuous functions. The generator $K$ is left general because both $K=H+gV$ and $K=H$ will be needed. Continuity ensures that the integrals below may be split and evaluated in the usual way.

```lean
/-- Duhamel's formula: the perturbed propagator equals the free one minus `ig` times an
integral in which the perturbed propagator itself acts before the perturbation. -/
theorem duhamel (H V : A) (g t : ℝ) :
    propagator (H + (g : ℂ) • V) t = propagator H t - (I * (g : ℂ)) •
      ∫ s in (0 : ℝ)..t, propagator H (t - s) * V * propagator (H + (g : ℂ) • V) s := by
  -- the free part of the generator cancels in the derivative of the mixed product
  have hd : ∀ s : ℝ, HasDerivAt
      (fun s : ℝ => propagator H (t - s) * propagator (H + (g : ℂ) • V) s)
      ((-(I * (g : ℂ))) •
        (propagator H (t - s) * V * propagator (H + (g : ℂ) • V) s)) s := by
    intro s
    have h1 := HasDerivAt.comp_const_sub t s (hasDerivAt_propagator H (t - s)).2
    have h2 := (hasDerivAt_propagator (H + (g : ℂ) • V) s).1
    refine (h1.fun_mul h2).congr_deriv ?_
    simp only [smul_add, mul_add, add_mul, smul_mul_assoc, mul_smul_comm, neg_mul, mul_assoc]
    module
  have h := intervalIntegral.integral_eq_sub_of_hasDerivAt (a := 0) (b := t)
    (fun s _ => hd s)
    (((continuous_integrand H V (H + (g : ℂ) • V) t).const_smul
      (-(I * (g : ℂ)))).intervalIntegrable 0 t)
  have h0 : ∀ X : A, propagator X 0 = 1 := fun X => by
    simp [propagator, NormedSpace.exp_zero]
  rw [intervalIntegral.integral_smul, sub_self, sub_zero, h0, h0, one_mul, mul_one] at h
  linear_combination (norm := module) (-1 : ℂ) • h
```

The theorem states the exact identity

$$U_g(t)=U_0(t)-ig\int_0^t U_0(t-s)\,V\,U_g(s)\,ds .$$

It differs from the definition of $L_g(t)$ in one place: the exact propagator $U_g(s)$ stands inside the integral. To derive it, differentiate $F(s)=U_0(t-s)\,U_g(s)$:

$$F'(s)=U_0(t-s)(iH)U_g(s)+U_0(t-s)\bigl(-iH-igV\bigr)U_g(s)=-ig\,U_0(t-s)\,V\,U_g(s).$$

The terms with $H$ cancel. Integrating from $0$ to $t$ gives $F(t)-F(0)$ on one side, and since both propagators equal $1$ at time zero, this is $U_g(t)-U_0(t)$.

In the proof, `hd` is the formula for $F'(s)$. It uses the right-hand form of the derivative for $U_0$ and the left-hand form for $U_g$, so that both generators land between the propagators. Then `intervalIntegral.integral_eq_sub_of_hasDerivAt` is the fundamental theorem of calculus, `h0` evaluates the propagators at time zero, and the last line rearranges the equation. Self-adjointness has not been used so far.

## Unitarity limits the growth

```lean
variable [StarRing A] [CStarRing A] [StarModule ℂ A]

/-- For self-adjoint `H` the propagator has norm at most one. -/
theorem norm_propagator_le_one {H : A} (hH : IsSelfAdjoint H) (t : ℝ) :
    ‖propagator H t‖ ≤ 1 := by
  have hc : star (-I * (t : ℂ)) = -(-I * (t : ℂ)) := by
    rw [← starRingEnd_apply, map_mul, map_neg, Complex.conj_I, Complex.conj_ofReal]
    ring
  have hs : (-I * (t : ℂ)) • H ∈ skewAdjoint A := by
    rw [skewAdjoint.mem_iff, star_smul, hH.star_eq, hc, neg_smul]
  have hu : propagator H t ∈ unitary A := by
    let _ : NormedAlgebra ℚ A := NormedAlgebra.restrictScalars ℚ ℂ A
    exact NormedSpace.exp_mem_unitary_of_mem_skewAdjoint hs
  rcases subsingleton_or_nontrivial A with hA | hA
  · rw [Subsingleton.elim (propagator H t) 0, norm_zero]
    exact zero_le_one
  · exact (CStarRing.norm_of_mem_unitary hu).le
```

The operation `star` is the adjoint, and `CStarRing` adds the rule $\|a^*a\|=\|a\|^2$, which the operator norm satisfies. `IsSelfAdjoint H` means $H^*=H$.

For self-adjoint $H$ and real $t$ we have $(-iHt)^*=iHt$. Hence $U_0(t)^*=e^{iHt}$ is the inverse of $U_0(t)$, and $\|U_0(t)\|^2=\|U_0(t)^*U_0(t)\|=\|1\|=1$. The proof follows this route: `hc` conjugates the scalar, `hs` says that the exponent is skew-adjoint, and `hu` that its exponential is unitary. The statement has "at most one" because it also admits the algebra whose only element is zero, such as the $0\times0$ matrices, where every norm vanishes.

```lean
/-- For self-adjoint `H` and any `V` and `D`, the product with the propagator satisfies
`‖exp(-iHt) V D‖ ≤ ‖V‖ ‖D‖`. -/
theorem norm_propagator_mul_mul_le {H : A} (hH : IsSelfAdjoint H) (V D : A) (t : ℝ) :
    ‖propagator H t * V * D‖ ≤ ‖V‖ * ‖D‖ := by
  have h1 : ‖propagator H t * V‖ ≤ ‖V‖ :=
    (norm_mul_le _ _).trans
      (mul_le_of_le_one_left (norm_nonneg V) (norm_propagator_le_one hH t))
  exact (norm_mul_le _ _).trans (mul_le_mul_of_nonneg_right h1 (norm_nonneg D))
```

For any operator $D$,

$$\|U_0(t)\,V D\|\le\|U_0(t)\|\,\|V\|\,\|D\|\le\|V\|\,\|D\| .$$

The two integrands to be estimated have this shape, with $D=U_g(s)$ in the first case and $D=U_g(s)-U_0(s)$ in the second.

```lean
/-- For self-adjoint `H` and `V` and `t ≥ 0`, the perturbed and free propagators differ
by at most `|g| ‖V‖ t`. -/
theorem zeroth_order_error {H V : A} (hH : IsSelfAdjoint H) (hV : IsSelfAdjoint V)
    (g : ℝ) {t : ℝ} (ht : 0 ≤ t) :
    ‖propagator (H + (g : ℂ) • V) t - propagator H t‖ ≤ |g| * ‖V‖ * t := by
  have hK : IsSelfAdjoint (H + (g : ℂ) • V) :=
    hH.add (IsSelfAdjoint.smul (Complex.conj_ofReal g) hV)
  have hb := intervalIntegral.norm_integral_le_of_norm_le_const (a := 0) (b := t)
    (f := fun s : ℝ => propagator H (t - s) * V * propagator (H + (g : ℂ) • V) s)
    (C := ‖V‖) (fun s _ => (norm_propagator_mul_mul_le hH V _ (t - s)).trans
      (mul_le_of_le_one_right (norm_nonneg V) (norm_propagator_le_one hK s)))
  rw [sub_zero, abs_of_nonneg ht] at hb
  have hn : ‖I * (g : ℂ)‖ = |g| := by simp
  rw [duhamel H V g t, sub_sub_cancel_left, norm_neg, norm_smul, hn, mul_assoc]
  exact mul_le_mul_of_nonneg_left hb (abs_nonneg g)
```

Before estimating the first-order error, we need to know how far the exact evolution strays from the free one. The answer is

$$\|U_g(t)-U_0(t)\|\le|g|\,\|V\|\,t .$$

By Duhamel's formula the difference is $-ig$ times an integral over an interval of length $t$. Since $g$ is real, $H+gV$ is self-adjoint (`hK`), so $\|U_g(s)\|\le1$ and the integrand has norm at most $\|V\|$. The integral therefore has norm at most $\|V\|t$, which is `hb`, and the prefactor contributes $|g|$.

## The quadratic error bound

```lean
/-- For self-adjoint `H` and `V` in a C*-algebra and `t ≥ 0`, the first-order evolution
is accurate to within `g² t² ‖V‖² / 2`. -/
theorem linear_response_error {H V : A} (hH : IsSelfAdjoint H) (hV : IsSelfAdjoint V)
    (g : ℝ) {t : ℝ} (ht : 0 ≤ t) :
    ‖propagator (H + (g : ℂ) • V) t - firstOrder H V g t‖ ≤
      g ^ 2 * t ^ 2 * ‖V‖ ^ 2 / 2 := by
  -- the remainder contains the difference of the two propagators
  have hid : propagator (H + (g : ℂ) • V) t - firstOrder H V g t =
      -((I * (g : ℂ)) • ∫ s in (0 : ℝ)..t, propagator H (t - s) * V *
        (propagator (H + (g : ℂ) • V) s - propagator H s)) := by
    simp only [mul_sub]
    rw [intervalIntegral.integral_sub
      ((continuous_integrand H V (H + (g : ℂ) • V) t).intervalIntegrable 0 t)
      ((continuous_integrand H V H t).intervalIntegrable 0 t), duhamel H V g t, firstOrder]
    module
  -- insert the zeroth-order estimate under the integral
  have hb : ‖∫ s in (0 : ℝ)..t, propagator H (t - s) * V *
      (propagator (H + (g : ℂ) • V) s - propagator H s)‖ ≤
      ∫ s in (0 : ℝ)..t, (|g| * ‖V‖ ^ 2) * s := by
    refine intervalIntegral.norm_integral_le_of_norm_le ht
      (Filter.Eventually.of_forall fun s hs => ?_)
      ((continuous_const.mul continuous_id).intervalIntegrable 0 t)
    refine (norm_propagator_mul_mul_le hH V _ (t - s)).trans ?_
    refine (mul_le_mul_of_nonneg_left (zeroth_order_error hH hV g hs.1.le)
      (norm_nonneg V)).trans (le_of_eq ?_)
    ring
  rw [intervalIntegral.integral_const_mul, integral_id] at hb
  have hn : ‖I * (g : ℂ)‖ = |g| := by simp
  rw [hid, norm_neg, norm_smul, hn]
  refine (mul_le_mul_of_nonneg_left hb (abs_nonneg g)).trans (le_of_eq ?_)
  rw [← sq_abs g]
  ring
```

Subtracting the definition of $L_g(t)$ from Duhamel's formula cancels the free term and leaves

$$U_g(t)-L_g(t)=-ig\int_0^t U_0(t-s)\,V\,\bigl(U_g(s)-U_0(s)\bigr)\,ds .$$

This is `hid`. The integrand contains the difference just estimated, at the intermediate time $s$, so its norm is at most $\|V\|\cdot|g|\,\|V\|\,s$. Therefore

$$\|U_g(t)-L_g(t)\|\le|g|\int_0^t|g|\,\|V\|^2 s\,ds=\frac{g^2t^2\|V\|^2}{2}.$$

One factor of $|g|$ comes from the prefactor and the other from the zeroth-order estimate; the integral of $s$ supplies $t^2/2$. In the proof, `hb` bounds the norm of the integral by the integral of the bound, and `integral_id` evaluates $\int_0^t s\,ds$.

The theorem holds for self-adjoint elements of any complete complex algebra with the properties listed so far, that is, of a unital C*-algebra. This includes the bounded operators on a Hilbert space, but not unbounded ones such as the position operator on the whole line.

```lean
open scoped Matrix.Norms.L2Operator in
/-- For finite Hermitian matrices `H` and `V` and `t ≥ 0`, the first-order evolution differs
from the exact one by at most `g² t² ‖V‖² / 2` in operator norm. -/
theorem matrix_linear_response_error {n : Type*} [Fintype n] [DecidableEq n]
    {H V : Matrix n n ℂ} (hH : H.IsHermitian) (hV : V.IsHermitian)
    (g : ℝ) {t : ℝ} (ht : 0 ≤ t) :
    ‖propagator (H + (g : ℂ) • V) t - firstOrder H V g t‖ ≤
      g ^ 2 * t ^ 2 * ‖V‖ ^ 2 / 2 := by
  have : CompleteSpace (Matrix n n ℂ) := FiniteDimensional.complete ℂ _
  have hH' : IsSelfAdjoint H := hH
  have hV' : IsSelfAdjoint V := hV
  exact linear_response_error hH' hV' g ht
```

Here `n` is a finite set that labels the vectors of an orthonormal basis, and `Matrix n n ℂ` is the type of square complex matrices indexed by it. `H.IsHermitian` says that $H$ equals its conjugate transpose, which is self-adjointness for matrices. The line `open scoped Matrix.Norms.L2Operator` selects the norm: $\|M\|$ is the largest factor by which $M$ stretches a vector in the Euclidean norm. For a Hermitian $V$ of size at least one, it is the largest absolute value of an eigenvalue. The proof supplies completeness of the matrix space and applies the general theorem.

By the meaning of this norm, for a normalised initial vector $\psi$ the vectors $L_g(t)\psi$ and $U_g(t)\psi$ differ in Euclidean norm by at most the same amount, though $L_g(t)\psi$ itself need not be normalised. The bound does not involve $H$, so it takes no account of level spacings or resonances; the true error may be much smaller. It concerns the propagator, whereas the linear response of an expectation value also discards the product of two first-order terms and needs an estimate of its own. The matrix $H$ is fixed, which excludes mean-field Hamiltonians that change with the evolving density.

## A one-level system fixes the factor one half

```lean
/-- The prefactor `1/2` is optimal: already for the one-level system with `H = 0` and `V = 1`,
an error bound `c g² t²` valid for all `g` and all `t ≥ 0` requires `c ≥ 1/2`. -/
theorem prefactor_optimal (c : ℝ)
    (h : ∀ g t : ℝ, 0 ≤ t →
      ‖propagator ((0 : ℂ) + (g : ℂ) • (1 : ℂ)) t - firstOrder (0 : ℂ) 1 g t‖ ≤
        c * (g ^ 2 * t ^ 2)) : 1 / 2 ≤ c := by
  have hx : ∀ x : ℝ, 0 < x → x ≤ 1 → 1 / 2 - x ^ 2 * (5 / 96) ≤ c := by
    intro x hx0 hx1
    have h1 := h x 1 zero_le_one
    have e : propagator ((0 : ℂ) + (x : ℂ) • (1 : ℂ)) 1 - firstOrder (0 : ℂ) 1 x 1 =
        Complex.exp (((-x : ℝ) : ℂ) * I) - 1 + I * (x : ℂ) := by
      simp only [firstOrder, propagator, ← Complex.exp_eq_exp_ℂ]
      simp
      ring_nf
    -- the real part of the error is `cos x - 1`
    have hre : (Complex.exp (((-x : ℝ) : ℂ) * I) - 1 + I * (x : ℂ)).re = Real.cos x - 1 := by
      rw [Complex.add_re, Complex.sub_re, Complex.exp_ofReal_mul_I_re, Real.cos_neg]
      simp
    have h2 := Complex.abs_re_le_norm (Complex.exp (((-x : ℝ) : ℂ) * I) - 1 + I * (x : ℂ))
    rw [hre] at h2
    rw [e] at h1
    have h3 := neg_abs_le (Real.cos x - 1)
    have h4 := Real.cos_bound (x := x) (by rw [abs_of_pos hx0]; exact hx1)
    rw [abs_of_pos hx0] at h4
    have h5 := (abs_le.1 h4).2
    refine le_of_mul_le_mul_right ?_ (pow_pos hx0 2)
    linarith
  by_contra hc
  have hlt : c < 1 / 2 := not_le.1 hc
  have hone := hx 1 one_pos le_rfl
  have hδ := hx (1 / 2 - c) (by linarith) (by linarith)
  nlinarith

end

end LinearResponseValidity
```

Now the operators are ordinary complex numbers, with $H=0$ and $V=1$, so $\|V\|=1$. The hypothesis `h` supposes that some real constant $c$ gives the error bound $c\,g^2t^2$ for every $g$ and every $t\ge0$. The conclusion is $c\ge1/2$, so the factor in the general theorem is the smallest possible.

To see this, set $t=1$ and $g=x$ with $0<x\le1$. The error is $e^{-ix}-1+ix$, whose real part is $\cos x-1$. A complex number is at least as large in modulus as its real part, so $1-\cos x\le c\,x^2$. Mathlib's estimate `Real.cos_bound` gives $1-\cos x\ge x^2/2-5x^4/96$, and division by $x^2$ yields

$$\frac12-\frac{5}{96}x^2\le c .$$

This is `hx`. By hand one lets $x\to0$. The proof instead assumes $c<1/2$ and sets $\delta=1/2-c>0$. The choice $x=1$ shows $\delta\le5/96$, so $x=\delta$ is also allowed. It gives $\delta\le5\delta^2/96$, which is impossible for so small a positive $\delta$.

In this example the perturbation merely multiplies the state by a phase, which no expectation value registers. The operator norm does register it, and it is for the error in that norm that one half is optimal.

```lean
#print axioms LinearResponseValidity.linear_response_error
#print axioms LinearResponseValidity.matrix_linear_response_error
#print axioms LinearResponseValidity.prefactor_optimal
```

```
'LinearResponseValidity.linear_response_error' depends on axioms: [propext, Classical.choice, Quot.sound]
'LinearResponseValidity.matrix_linear_response_error' depends on axioms: [propext, Classical.choice, Quot.sound]
'LinearResponseValidity.prefactor_optimal' depends on axioms: [propext, Classical.choice, Quot.sound]
```
